# Hermitian, time-reversal-invariant operators of two spins one-half are a constant plus a real bilinear coupling

## States, Pauli matrices and time reversal

A state of two spins one-half is a vector $\psi$ with four complex amplitudes $\psi_{ij}$, where $i,j\in\{0,1\}$ belong to the first and second spin, 0 is up and 1 is down along $z$. In Lean this is a function on `Fin 2 × Fin 2`, not necessarily normalised, and an operator is a complex matrix on the same index set. The notation `⊗ₖ` is the Kronecker product and `*ᵥ` applies a matrix to a vector.

```lean
import Mathlib

open Matrix
open scoped Kronecker

namespace TwoSpinTimeReversal

noncomputable section
```

The Pauli matrices are numbered from zero: $\sigma_0,\sigma_1,\sigma_2$ are $\sigma_x,\sigma_y,\sigma_z$. In particular $\sigma_0$ is not the identity, which is written $1$.

```lean
/-- The Pauli matrices, with the indices 0, 1, 2 standing for x, y, z. -/
def pauli : Fin 3 → Matrix (Fin 2) (Fin 2) ℂ :=
  ![!![0, 1; 1, 0], !![0, -Complex.I; Complex.I, 0], !![1, 0; 0, -1]]
```

Time reversal is the antilinear map
$$\Theta\psi=(\sigma_1\otimes\sigma_1)\,\psi^*,$$
with the conjugation taken in the $z$ basis. Reversing each spin with $-i\sigma_yK$, where $K$ is complex conjugation, would give $-\Theta$; the overall sign doesn't affect which operators commute with it.

```lean
/-- Time reversal of two spins one-half: complex conjugation followed by `σ_y ⊗ σ_y`. -/
def timeReversal (ψ : Fin 2 × Fin 2 → ℂ) : Fin 2 × Fin 2 → ℂ :=
  (pauli 1 ⊗ₖ pauli 1) *ᵥ star ψ
```

Since $\Theta$ is not a matrix, invariance of an operator $H$ is stated on states: $H\Theta\psi=\Theta H\psi$ for every $\psi$.

```lean
/-- An operator is time-reversal invariant when it commutes with time reversal on every state. -/
def TimeReversalInvariant (H : Matrix (Fin 2 × Fin 2) (Fin 2 × Fin 2) ℂ) : Prop :=
  ∀ ψ, H *ᵥ timeReversal ψ = timeReversal (H *ᵥ ψ)
```

The general Hamiltonian has a real offset $c$, real fields $u$ and $v$ on the two spins, and a real $3\times3$ coupling matrix $J$:
$$H(c,u,v,J)=c\,1+\sum_a u_a\,\sigma_a\otimes1+\sum_b v_b\,1\otimes\sigma_b+\sum_{a,b}J_{ab}\,\sigma_a\otimes\sigma_b .$$
The parameters multiply Pauli matrices. With spin operators $S_a=\sigma_a/2$ (in units of $\hbar$), the coupling coefficients become $4J_{ab}$.

```lean
/-- The two-spin Hamiltonian with energy offset `c`, fields `u` and `v` on the first and second
spin, and bilinear coupling `J`. -/
def twoSpin (c : ℝ) (u v : Fin 3 → ℝ) (J : Matrix (Fin 3) (Fin 3) ℝ) :
    Matrix (Fin 2 × Fin 2) (Fin 2 × Fin 2) ℂ :=
  (c : ℂ) • 1 + ∑ a, (u a : ℂ) • (pauli a ⊗ₖ 1) + ∑ b, (v b : ℂ) • (1 ⊗ₖ pauli b)
    + ∑ a, ∑ b, (J a b : ℂ) • (pauli a ⊗ₖ pauli b)
```

## Time reversal squares to the identity

The nonzero entries of $\sigma_1$ are $(\sigma_1)_{01}=-i$ and $(\sigma_1)_{10}=i$. Multiplying them in pairs gives
$$(\Theta\psi)_{00}=-\psi_{11}^*,\quad(\Theta\psi)_{01}=\psi_{10}^*,\quad(\Theta\psi)_{10}=\psi_{01}^*,\quad(\Theta\psi)_{11}=-\psi_{00}^* .$$
Lean obtains the same four equations by expanding the matrix-vector product.

```lean
/-- Time reversal flips both spins, conjugates the amplitudes, and gives a minus sign to the
components in which the two spins are parallel. -/
theorem timeReversal_apply (ψ : Fin 2 × Fin 2 → ℂ) :
    timeReversal ψ (0, 0) = -star (ψ (1, 1)) ∧ timeReversal ψ (0, 1) = star (ψ (1, 0)) ∧
    timeReversal ψ (1, 0) = star (ψ (0, 1)) ∧ timeReversal ψ (1, 1) = -star (ψ (0, 0)) := by
  and_intros <;>
    simp [timeReversal, pauli, Matrix.mulVec, dotProduct,
      Fintype.sum_prod_type, Fin.sum_univ_two, Matrix.kroneckerMap_apply]
```

Apply the rule twice. For parallel spins, $(\Theta^2\psi)_{00}=-(\Theta\psi)_{11}^*=\psi_{00}$, and likewise for $11$. For antiparallel spins, $(\Theta^2\psi)_{01}=(\Theta\psi)_{10}^*=\psi_{01}$, and likewise for $10$. Hence $\Theta^2=1$, and every state $\varphi$ is the time reverse of some state, namely $\Theta\varphi$. The Kramers argument for degeneracy needs $\Theta^2=-1$ and so does not apply here.

```lean
/-- For two spins one-half, time reversal applied twice is the identity. -/
theorem timeReversal_timeReversal (ψ : Fin 2 × Fin 2 → ℂ) :
    timeReversal (timeReversal ψ) = ψ := by
  obtain ⟨a, b, c, d⟩ := timeReversal_apply ψ
  obtain ⟨a', b', c', d'⟩ := timeReversal_apply (timeReversal ψ)
  refine funext ?_
  simp only [Prod.forall, Fin.forall_fin_two, a', b', c', d', a, b, c, d, star_neg, star_star,
    neg_neg, and_self]
```

## Sixteen real parameters for a Hermitian matrix

Each product $\sigma_a\otimes\sigma_b$, $\sigma_a\otimes1$ and $1\otimes\sigma_b$ is Hermitian, because its factors are. A real combination of Hermitian matrices is Hermitian, so $H(c,u,v,J)$ is. The Lean proof compares each entry with the conjugate of its transpose.

```lean
/-- The two-spin Hamiltonian with real parameters is Hermitian. -/
theorem twoSpin_isHermitian (c : ℝ) (u v : Fin 3 → ℝ) (J : Matrix (Fin 3) (Fin 3) ℝ) :
    (twoSpin c u v J).IsHermitian := by
  refine Matrix.IsHermitian.ext ?_
  simp only [Prod.forall, Fin.forall_fin_two]
  and_intros <;>
    simp [twoSpin, pauli, Fin.sum_univ_three,
      Matrix.kroneckerMap_apply, Matrix.one_apply]
```

For the converse, write out the entries. The diagonal is
$$\begin{aligned}
H_{00,00}&=c+u_2+v_2+J_{22}, & H_{01,01}&=c+u_2-v_2-J_{22},\\
H_{10,10}&=c-u_2+v_2-J_{22}, & H_{11,11}&=c-u_2-v_2+J_{22},
\end{aligned}$$
and the upper triangle is
$$\begin{aligned}
H_{00,01}&=(v_0-iv_1)+(J_{20}-iJ_{21}), & H_{10,11}&=(v_0-iv_1)-(J_{20}-iJ_{21}),\\
H_{00,10}&=(u_0-iu_1)+(J_{02}-iJ_{12}), & H_{01,11}&=(u_0-iu_1)-(J_{02}-iJ_{12}),\\
H_{00,11}&=J_{00}-J_{11}-i(J_{01}+J_{10}), & H_{01,10}&=J_{00}+J_{11}+i(J_{01}-J_{10}).
\end{aligned}$$

Given any Hermitian $H$, these equations can be solved. Signed sums of the diagonal entries, divided by four, give
$$\begin{aligned}
c&=\tfrac14(H_{00,00}+H_{01,01}+H_{10,10}+H_{11,11}),\\
u_2&=\tfrac14(H_{00,00}+H_{01,01}-H_{10,10}-H_{11,11}),\\
v_2&=\tfrac14(H_{00,00}-H_{01,01}+H_{10,10}-H_{11,11}),\\
J_{22}&=\tfrac14(H_{00,00}-H_{01,01}-H_{10,10}+H_{11,11}).
\end{aligned}$$
Half-sums and half-differences in the first two rows of the upper triangle give
$$\begin{aligned}
v_0-iv_1&=\tfrac12(H_{00,01}+H_{10,11}), & J_{20}-iJ_{21}&=\tfrac12(H_{00,01}-H_{10,11}),\\
u_0-iu_1&=\tfrac12(H_{00,10}+H_{01,11}), & J_{02}-iJ_{12}&=\tfrac12(H_{00,10}-H_{01,11}).
\end{aligned}$$
The last row gives
$$\begin{aligned}
J_{00}&=\tfrac12\mathrm{Re}(H_{01,10}+H_{00,11}), & J_{11}&=\tfrac12\mathrm{Re}(H_{01,10}-H_{00,11}),\\
J_{01}&=\tfrac12\mathrm{Im}(H_{01,10}-H_{00,11}), & J_{10}&=-\tfrac12\mathrm{Im}(H_{01,10}+H_{00,11}).
\end{aligned}$$
Hermiticity makes the diagonal real and fixes the lower triangle, so all sixteen entries agree.

The Lean proof supplies these values explicitly. The facts `hr` and `hi` express hermiticity for real and imaginary parts, and `linarith` checks the resulting linear equations.

```lean
/-- Every Hermitian operator of two spins one-half is an energy offset plus a field on each spin
plus a bilinear coupling. -/
theorem exists_twoSpin {H : Matrix (Fin 2 × Fin 2) (Fin 2 × Fin 2) ℂ} (hH : H.IsHermitian) :
    ∃ c u v J, H = twoSpin c u v J := by
  have hr : ∀ p q, (H q p).re = (H p q).re := fun p q => by
    simpa using congrArg Complex.re (hH.apply p q)
  have hi : ∀ p q, -(H q p).im = (H p q).im := fun p q => by
    simpa using congrArg Complex.im (hH.apply p q)
  -- the parameters are read off from the diagonal and the upper triangle
  refine ⟨((H (0,0) (0,0)).re + (H (0,1) (0,1)).re + (H (1,0) (1,0)).re
      + (H (1,1) (1,1)).re) / 4,
    ![((H (0,0) (1,0)).re + (H (0,1) (1,1)).re) / 2,
      (-(H (0,0) (1,0)).im - (H (0,1) (1,1)).im) / 2,
      ((H (0,0) (0,0)).re + (H (0,1) (0,1)).re - (H (1,0) (1,0)).re - (H (1,1) (1,1)).re) / 4],
    ![((H (0,0) (0,1)).re + (H (1,0) (1,1)).re) / 2,
      (-(H (0,0) (0,1)).im - (H (1,0) (1,1)).im) / 2,
      ((H (0,0) (0,0)).re - (H (0,1) (0,1)).re + (H (1,0) (1,0)).re - (H (1,1) (1,1)).re) / 4],
    !![((H (0,0) (1,1)).re + (H (0,1) (1,0)).re) / 2,
      ((H (0,1) (1,0)).im - (H (0,0) (1,1)).im) / 2,
      ((H (0,0) (1,0)).re - (H (0,1) (1,1)).re) / 2;
      (-(H (0,0) (1,1)).im - (H (0,1) (1,0)).im) / 2,
      ((H (0,1) (1,0)).re - (H (0,0) (1,1)).re) / 2,
      ((H (0,1) (1,1)).im - (H (0,0) (1,0)).im) / 2;
      ((H (0,0) (0,1)).re - (H (1,0) (1,1)).re) / 2,
      ((H (1,0) (1,1)).im - (H (0,0) (0,1)).im) / 2,
      ((H (0,0) (0,0)).re - (H (0,1) (0,1)).re - (H (1,0) (1,0)).re + (H (1,1) (1,1)).re) / 4],
    Matrix.ext ?_⟩
  simp only [Prod.forall, Fin.forall_fin_two]
  and_intros <;> apply Complex.ext <;>
    simp [twoSpin, pauli, Fin.sum_univ_three,
      Matrix.kroneckerMap_apply, Matrix.one_apply] <;>
    linarith [hi (0,0) (0,0), hi (0,1) (0,1), hi (1,0) (1,0), hi (1,1) (1,1),
      hr (0,0) (0,1), hr (0,0) (1,0), hr (0,0) (1,1), hr (0,1) (1,0), hr (0,1) (1,1),
      hr (1,0) (1,1), hi (0,0) (0,1), hi (0,0) (1,0), hi (0,0) (1,1), hi (0,1) (1,0),
      hi (0,1) (1,1), hi (1,0) (1,1)]
```

The solution is also unique: if two parameter sets give the same matrix, the formulas above return the same numbers for both. Lean extracts four real diagonal equations and twelve from the upper triangle, then solves them for each parameter.

```lean
/-- The offset, the two fields and the coupling matrix are determined by the Hamiltonian. -/
theorem twoSpin_unique {c c' : ℝ} {u v u' v' : Fin 3 → ℝ} {J J' : Matrix (Fin 3) (Fin 3) ℝ}
    (h : twoSpin c u v J = twoSpin c' u' v' J') : c = c' ∧ u = u' ∧ v = v' ∧ J = J' := by
  have re := fun p q => congrArg Complex.re (congrFun (congrFun h p) q)
  have im := fun p q => congrArg Complex.im (congrFun (congrFun h p) q)
  have d0 := re (0,0) (0,0)
  have d1 := re (0,1) (0,1)
  have d2 := re (1,0) (1,0)
  have d3 := re (1,1) (1,1)
  have r1 := re (0,0) (0,1)
  have r2 := re (1,0) (1,1)
  have r3 := re (0,0) (1,0)
  have r4 := re (0,1) (1,1)
  have r5 := re (0,0) (1,1)
  have r6 := re (0,1) (1,0)
  have i1 := im (0,0) (0,1)
  have i2 := im (1,0) (1,1)
  have i3 := im (0,0) (1,0)
  have i4 := im (0,1) (1,1)
  have i5 := im (0,0) (1,1)
  have i6 := im (0,1) (1,0)
  clear re im h
  simp [twoSpin, pauli, Fin.sum_univ_three,
    Matrix.kroneckerMap_apply, Matrix.one_apply] at d0 d1 d2 d3 r1 r2 r3 r4 r5 r6 i1 i2 i3 i4 i5 i6
  refine ⟨by linarith, funext fun a => ?_, funext fun a => ?_, Matrix.ext fun a b => ?_⟩
  · fin_cases a <;> simp <;> linarith
  · fin_cases a <;> simp <;> linarith
  · fin_cases a <;> fin_cases b <;> simp <;> linarith
```

## Reversal of the fields

Since $\sigma_0$ and $\sigma_2$ are real and anticommute with $\sigma_1$, while $\sigma_1^*=-\sigma_1$, all three satisfy
$$\sigma_1\sigma_a^*\sigma_1=-\sigma_a .$$
With $\sigma_1^2=1$, moving $\Theta$ past a single-spin term produces one minus sign, and moving it past a bilinear term produces two:
$$\Theta(\sigma_a\otimes1)=-(\sigma_a\otimes1)\Theta,\quad
\Theta(1\otimes\sigma_b)=-(1\otimes\sigma_b)\Theta,\quad
\Theta(\sigma_a\otimes\sigma_b)=(\sigma_a\otimes\sigma_b)\Theta .$$
Real coefficients are unaffected by the conjugation, so
$$\Theta H(c,u,v,J)=H(c,-u,-v,J)\Theta .$$
Lean verifies this identity by components, using the four equations for $\Theta\psi$ on both sides and finishing with `ring`.

```lean
/-- Moving time reversal through the Hamiltonian reverses both fields and keeps the offset and
the bilinear coupling. -/
theorem timeReversal_twoSpin (c : ℝ) (u v : Fin 3 → ℝ) (J : Matrix (Fin 3) (Fin 3) ℝ)
    (ψ : Fin 2 × Fin 2 → ℂ) :
    timeReversal (twoSpin c u v J *ᵥ ψ) = twoSpin c (-u) (-v) J *ᵥ timeReversal ψ := by
  obtain ⟨a, b, d, e⟩ := timeReversal_apply ψ
  obtain ⟨a', b', d', e'⟩ := timeReversal_apply (twoSpin c u v J *ᵥ ψ)
  refine funext ?_
  simp only [Prod.forall, Fin.forall_fin_two, a', b', d', e']
  simp only [Matrix.mulVec, dotProduct, Fintype.sum_prod_type, Fin.sum_univ_two, a, b, d, e]
  and_intros <;>
    simp [twoSpin, pauli, Fin.sum_univ_three,
      Matrix.kroneckerMap_apply, Matrix.one_apply] <;>
    ring
```

Suppose now that $H=H(c,u,v,J)$ is invariant, and let $H'=H(c,-u,-v,J)$. For any $\varphi$, apply invariance to the state $\Theta\varphi$:
$$H\varphi=H\Theta(\Theta\varphi)=\Theta H(\Theta\varphi)=H'\Theta\Theta\varphi=H'\varphi .$$
Thus $H=H'$. By uniqueness $u=-u$ and $v=-v$, so both fields vanish. Conversely, with $u=v=0$ the reversal identity is the invariance condition itself.

In the Lean proof, `h1` is invariance at `timeReversal φ`, the two rewrites turn it into $H\varphi=H'\varphi$, and injectivity of `Matrix.toLin'` passes from equal action on all states to equal matrices.

```lean
/-- A two-spin Hamiltonian is time-reversal invariant exactly when the fields on both spins
vanish. -/
theorem twoSpin_invariant_iff (c : ℝ) (u v : Fin 3 → ℝ) (J : Matrix (Fin 3) (Fin 3) ℝ) :
    TimeReversalInvariant (twoSpin c u v J) ↔ u = 0 ∧ v = 0 := by
  constructor
  · intro h
    -- every state is a time-reversed state, so the field-reversed Hamiltonian is the same matrix
    have e : twoSpin c u v J = twoSpin c (-u) (-v) J := by
      refine Matrix.toLin'.injective (LinearMap.ext fun φ => ?_)
      rw [Matrix.toLin'_apply, Matrix.toLin'_apply]
      have h1 := h (timeReversal φ)
      rw [timeReversal_twoSpin, timeReversal_timeReversal] at h1
      exact h1
    obtain ⟨-, hu, hv, -⟩ := twoSpin_unique e
    constructor
    · funext a
      have h2 := congrFun hu a
      simp only [Pi.neg_apply] at h2
      show u a = 0
      linarith
    · funext a
      have h2 := congrFun hv a
      simp only [Pi.neg_apply] at h2
      show v a = 0
      linarith
  · rintro ⟨rfl, rfl⟩ ψ
    simp only [timeReversal_twoSpin, neg_zero]
```

## The allowed operators

Let $H$ be Hermitian and invariant. It has the form $H(c,u,v,J)$, and invariance removes $u$ and $v$, leaving
$$H=c\,1+\sum_{a,b}J_{ab}\,\sigma_a\otimes\sigma_b .$$
Conversely, every real $c$ and every real $J$ give an operator that is Hermitian and invariant. No symmetry of $J$ is required. For two spins one-half, the form therefore includes isotropic exchange, the antisymmetric Dzyaloshinskii–Moriya coupling and symmetric anisotropic exchange.

The final theorem states this equivalence for an arbitrary complex matrix `H`, with hermiticity and invariance together on the left. Its auxiliary identity `key` identifies the zero-field Hamiltonian with the displayed form. The theorem concerns two spins with this particular $\Theta$; it doesn't derive values of $J$ from a microscopic model or treat larger spins.

```lean
/-- An operator of two spins one-half is Hermitian and commutes with time reversal if and only if
it is a real multiple of the identity plus a bilinear coupling with a real 3 by 3 matrix. -/
theorem hermitian_invariant_iff (H : Matrix (Fin 2 × Fin 2) (Fin 2 × Fin 2) ℂ) :
    H.IsHermitian ∧ TimeReversalInvariant H ↔
      ∃ (c : ℝ) (J : Matrix (Fin 3) (Fin 3) ℝ),
        H = (c : ℂ) • 1 + ∑ a, ∑ b, (J a b : ℂ) • (pauli a ⊗ₖ pauli b) := by
  have key : ∀ (c : ℝ) (J : Matrix (Fin 3) (Fin 3) ℝ), twoSpin c 0 0 J =
      (c : ℂ) • 1 + ∑ a, ∑ b, (J a b : ℂ) • (pauli a ⊗ₖ pauli b) := by
    intro c J
    simp only [twoSpin, Pi.zero_apply, Complex.ofReal_zero, zero_smul, Finset.sum_const_zero,
      add_zero]
  constructor
  · rintro ⟨hH, hT⟩
    obtain ⟨c, u, v, J, rfl⟩ := exists_twoSpin hH
    obtain ⟨rfl, rfl⟩ := (twoSpin_invariant_iff c u v J).1 hT
    exact ⟨c, J, key c J⟩
  · rintro ⟨c, J, rfl⟩
    rw [← key]
    exact ⟨twoSpin_isHermitian c 0 0 J, (twoSpin_invariant_iff c 0 0 J).2 ⟨rfl, rfl⟩⟩

end

end TwoSpinTimeReversal
```

```lean
#print axioms TwoSpinTimeReversal.hermitian_invariant_iff
```

```
'TwoSpinTimeReversal.hermitian_invariant_iff' depends on axioms: [propext, Classical.choice, Quot.sound]
```

## Operators that satisfy only one condition

The matrix $\sigma_2\otimes1$ is Hermitian but changes sign when $\Theta$ is moved through it. It is a field on the first spin and is not of the allowed form.

The matrix $i\,\sigma_2\otimes1$ does commute with $\Theta$, because the sign from conjugating $i$ cancels the sign from reversing the spin. It is not Hermitian, and it is not of the allowed form either.

## Extracting the couplings from a four-by-four matrix

Suppose a calculation yields a Hermitian effective Hamiltonian $H$ for two spins one-half, in a basis where time reversal is expected to act as $\Theta$. Because the Pauli products are orthogonal under the trace, a code can obtain the parameters from
$$c=\tfrac14\mathrm{Tr}\,H,\qquad J_{ab}=\tfrac14\mathrm{Tr}\big[H(\sigma_a\otimes\sigma_b)\big],\qquad u_a=\tfrac14\mathrm{Tr}\big[H(\sigma_a\otimes1)\big],$$
and similarly for $v_b$. If the system being modelled is time-reversal symmetric, which excludes magnetic fields and magnetic order among other things, $u$ and $v$ should vanish to numerical accuracy. If they don't, either the calculation has broken time-reversal symmetry or the basis is not one in which time reversal acts as $\Theta$.
